# Distinct single exchanges between two groups of electrons lie in distinct left cosets of the permutations preserving the groups

Divide `N` electron labels into a set `A` and its complement, and consider the subgroup of permutations that preserve `A`. The theorem `single_exchanges` says that swapping a label in `A` with one outside it never gives a member of this subgroup, and that two such swaps lie in the same left coset only if they exchange the same pair. This is a statement about permutations of finitely many labels alone, with no wavefunction or Hamiltonian involved. For the second claim the attempt supposes that the pairs differ and applies the product of the two swaps to `b'` or to `a'`, finding a label that is carried across the boundary of `A`.

As first written in Lean, the proof fails:

```lean
import Mathlib

open Equiv

namespace SingleExchanges

noncomputable section

variable {N : ℕ}

/-- The permutations of `N` electron labels that preserve the set `A`
(and hence also its complement). -/
def blockGroup (A : Finset (Fin N)) : Subgroup (Perm (Fin N)) where
  carrier := {g | ∀ i, g i ∈ A ↔ i ∈ A}
  mul_mem' := by
    intro g h hg hh i
    exact (hg (h i)).trans (hh i)
  one_mem' := fun _ => Iff.rfl
  inv_mem' := by
    intro g hg i
    have h : g (g⁻¹ i) = i := g.apply_symm_apply i
    have h2 : g (g⁻¹ i) ∈ A ↔ g⁻¹ i ∈ A := hg (g⁻¹ i)
    rw [h] at h2
    exact h2.symm

/-- Whether a permutation preserves `A` can be decided label by label. -/
instance (A : Finset (Fin N)) : DecidablePred (· ∈ blockGroup A) :=
  fun g => inferInstanceAs (Decidable (∀ i, g i ∈ A ↔ i ∈ A))

/-- The exchange of a label in `A` with one outside `A` does not preserve `A`, and two such
exchanges lie in the same left coset only if they are the same exchange. -/
theorem single_exchanges (A : Finset (Fin N)) {a b : Fin N} (ha : a ∈ A) (hb : b ∉ A) :
    swap a b ∉ blockGroup A ∧ ∀ a' ∈ A, ∀ b' ∉ A,
      (swap a b)⁻¹ * swap a' b' ∈ blockGroup A → a = a' ∧ b = b' := by
  constructor
  · intro h
    have h1 : swap a b a ∈ A ↔ a ∈ A := h a
    rw [swap_apply_left] at h1
    exact hb (h1.2 ha)
  · intro a' ha' b' hb' h
    have h1 : ∀ i, swap a b (swap a' b' i) ∈ A ↔ i ∈ A := h
    constructor
    · by_contra hne
      have h2 := h1 b'
      rw [swap_apply_right, swap_apply_of_ne_of_ne (Ne.symm hne)
        (fun e => hb (e ▸ ha'))] at h2
      exact hb' (h2.1 ha')
    · by_contra hne
      have h2 := h1 a'
      rw [swap_apply_left, swap_apply_of_ne_of_ne (fun e => hb' (e.symm ▸ ha))
        (Ne.symm hne)] at h2
      exact hb' (h2.2 ha')

end

end SingleExchanges
```

The error:

```
Main.lean:46:22: error: invalid `▸` notation, expected result type of cast is 
  b ∈ A
however, the equality 
  e
of type 
  a' = ?m.113
does not contain the expected result type on either the left or the right hand side
Main.lean:50:65: error: invalid `▸` notation, expected result type of cast is 
  b' ∈ A
however, the equality 
  Eq.symm e
of type 
  ?m.146 = ?m.145
does not contain the expected result type on either the left or the right hand side
```

Both errors come from using `▸` inside an argument of `swap_apply_of_ne_of_ne` within `rw`. That lemma says a swap fixes any label different from the two it exchanges. Its arguments are elaborated before `rw` matches the lemma against `h2`, so the labels it is about are not yet all known.

In the first error `e` has type `a' = ?m.113`. Lean has to produce `b ∈ A`, but nothing yet says that the unknown side is `b`, so `▸` finds nothing to rewrite. In the second, both sides of `e.symm` are unknown, and the goal `b' ∈ A` gives `▸` no match either.

The repair proves the two inequalities beforehand, with their types written out. From `hab : a' ≠ b`, Lean knows that `e` is `a' = b`, which turns `ha'` into `b ∈ A`. From `hba : b' ≠ a`, it knows that `e.symm` is `a = b'`, which turns `ha` into `b' ∈ A`. The rewrites then receive finished proofs, and the argument itself is unchanged.

Lean accepts the file once it reads:

```diff
@@ -43,11 +43,11 @@
     · by_contra hne
       have h2 := h1 b'
-      rw [swap_apply_right, swap_apply_of_ne_of_ne (Ne.symm hne)
-        (fun e => hb (e ▸ ha'))] at h2
+      have hab : a' ≠ b := fun e => hb (e ▸ ha')
+      rw [swap_apply_right, swap_apply_of_ne_of_ne (Ne.symm hne) hab] at h2
       exact hb' (h2.1 ha')
     · by_contra hne
       have h2 := h1 a'
-      rw [swap_apply_left, swap_apply_of_ne_of_ne (fun e => hb' (e.symm ▸ ha))
-        (Ne.symm hne)] at h2
+      have hba : b' ≠ a := fun e => hb' (e.symm ▸ ha)
+      rw [swap_apply_left, swap_apply_of_ne_of_ne hba (Ne.symm hne)] at h2
       exact hb' (h2.2 ha')
 
```
